# Two electrons in one 1s exponential can have an energy below −Z²/2 exactly when Z > 5(2+√2)/16, so not in H⁻

**Question**

Before I use a variational energy to argue that a two-electron atom or ion is bound, I compare it with the energy of the one-electron atom or ion left behind, −Z²/2 hartree. With both electrons in the same 1s exponential, helium passes this test and the hydride ion doesn't, however I tune the exponent a. I believe the energy is a² − 2Za + 5a/8 and that the changeover comes at Z = 5(2+√2)/16 ≈ 1.067. Can this be made rigorous and machine-checked, starting from the energy integrals and not from the polynomial?

**Answer**

Yes. The failure at Z = 1 is one of the trial wavefunction: the real hydride ion is bound. Showing that variationally takes more than a better-shaped orbital; it takes a wavefunction in which the two electrons do not simply share one orbital.

## From the integrals to the critical charge

Take atomic units, a fixed nucleus of charge Z and the radial orbital (with the factor r included)

u(r) = 2a^(3/2) r exp(−ar), a > 0.

Every integral below is a case of one formula, valid for b > 0 and c ≥ 0:

∫_c^∞ (p + qr + sr²) exp(−br) dr = [p/b + q/b² + 2s/b³ + (q/b + 2s/b²)c + (s/b)c²] exp(−bc).

Since u² = 4a³r² exp(−2ar), the norm is 4a³ · 2/(2a)³ = 1. The slope is u′ = (1/r − a)u, so the one-electron energy is

∫_0^∞ (u′²/2 − Zu²/r) dr
= ∫_0^∞ [2a³(1 − ar)² − 4a³Zr] exp(−2ar) dr
= (a² − a² + a²/2) − Za
= a²/2 − Za.

For the repulsion, the angular average of 1/r₁₂ is 1/max(r,s), where r and s are now the two electrons' distances from the nucleus. The charge inside radius r is 1 − (1 + 2ar + 2a²r²) exp(−2ar), and the outer shells contribute ∫_r^∞ u(s)²/s ds = (a + 2a²r) exp(−2ar). The repulsion energy of an electron at distance r from the nucleus, due to the other electron, is therefore

V(r) = 1/r − (a + 1/r) exp(−2ar).

Integrating it against the density of the electron at r gives

∫_0^∞ u²V dr
= ∫_0^∞ 4a³r exp(−2ar) dr − ∫_0^∞ (4a³r + 4a⁴r²) exp(−4ar) dr
= a − a/4 − a/8
= 5a/8.

With two electrons, and t = Z − 5/16,

E(a) = a² − 2Za + 5a/8 = (a − t)² − t².

If t ≤ 0, then E(a) = a² − 2at > 0 for every a > 0, so E never falls below −Z²/2. If t > 0, the minimum −t² is reached at a = t, and it lies below −Z²/2 exactly when

2t² − Z² = (√2 t − Z)(√2 t + Z) > 0.

The second factor is positive, so the condition is √2 t > Z, or (√2 − 1)Z > 5√2/16. Multiplying by √2 + 1 gives Z > 5(2+√2)/16, which already implies t > 0.

For Z = 1 the lowest value is −(11/16)² = −121/256 ≈ −0.473, above −1/2.

## What the Lean statements say

`closedShellEnergy Z u` is the energy functional for two electrons of opposite spin in one s orbital with real radial function `u`: twice the one-electron integral plus the double repulsion integral, over `Ioi 0`, the half-line r > 0. Its value is their energy if `u` is normalised, smooth, zero at r = 0 and gives convergent integrals, as `orbital a` does for a > 0; `orbital_normalised` proves the normalisation.

- `energy_orbital` derives the polynomial for every real `Z` and every `a > 0`.
- `optimal_screening` gives the lower bound −(Z − 5/16)², with equality exactly at a = Z − 5/16.
- `binds_iff` is the critical-charge criterion. Its `-Z ^ 2 / 2` means −(Z²)/2. It holds for all real Z, although −Z²/2 is the bottom of the one-electron spectrum only for Z ≥ 0.
- `hydride_fails` says that at Z = 1 every `a > 0` gives an energy strictly above −1/2.

The functional already contains the non-relativistic, fixed-nucleus Hamiltonian and the angular average 1/max(r,s); the reduction from six coordinates is not carried out. The threshold enters as a number, standing for one electron in its ground state and the other at rest far away. Despite its name, `binds_iff` compares a trial energy with that number. Concluding that a bound state exists also takes the variational principle and the location of the continuum.

The restriction a > 0 matters once the energy is replaced by its polynomial. At Z = 1/16 and a = −1/4 the polynomial equals 1/16 + 1/32 − 5/32 = −1/16, below −Z²/2 = −1/512, although Z is far below the critical charge. The exponential then grows with r and describes no state.

```lean
import Mathlib

open MeasureTheory Set Filter Topology

namespace ScreenedHydride

noncomputable section

/-- The polynomial `p + q * r + s * r ^ 2` times `exp (-(b * r))`, which decays for `b > 0`. -/
def polyExp (b p q s r : ℝ) : ℝ := (p + q * r + s * r ^ 2) * Real.exp (-(b * r))

/-- The closed form used for the integral of `polyExp` from `c` to infinity. -/
def tail (b p q s c : ℝ) : ℝ :=
  ((p / b + q / b ^ 2 + 2 * s / b ^ 3) + (q / b + 2 * s / b ^ 2) * c + s / b * c ^ 2)
    * Real.exp (-(b * c))

/-- For `a > 0`, the radial 1s orbital with exponent `a`, including the factor `r`. -/
def orbital (a r : ℝ) : ℝ := 2 * √(a ^ 3) * (r * Real.exp (-(a * r)))

/-- Energy functional, in atomic units, for two electrons sharing the radial orbital `u`, which must
be normalised for the value to be their energy, around a nucleus of charge `Z`; the factor `1 / max
r s` is the angular average of the electron repulsion. -/
def closedShellEnergy (Z : ℝ) (u : ℝ → ℝ) : ℝ :=
  2 * (∫ r in Ioi (0 : ℝ), (deriv u r ^ 2 / 2 - Z * u r ^ 2 / r))
    + ∫ r in Ioi (0 : ℝ), ∫ s in Ioi (0 : ℝ), u r ^ 2 * (u s ^ 2 / max r s)

/-- A quadratic polynomial times a decaying exponential is integrable on the half-line. -/
theorem polyExp_integrable {b : ℝ} (hb : 0 < b) (p q s : ℝ) :
    IntegrableOn (polyExp b p q s) (Ioi 0) := by
  have hm : ∀ n : ℕ, Integrable (fun x : ℝ => x ^ n * Real.exp (-b * x))
      (volume.restrict (Ioi 0)) := by
    intro n
    have hn : (-1 : ℝ) < (n : ℝ) := by
      have : (0 : ℝ) ≤ (n : ℝ) := n.cast_nonneg
      linarith
    have h := integrableOn_rpow_mul_exp_neg_mul_rpow (p := 1) hn one_pos hb
    simp only [Real.rpow_natCast, Real.rpow_one] at h
    exact h
  have h := (((hm 0).const_mul p).add ((hm 1).const_mul q)).add ((hm 2).const_mul s)
  refine h.congr (Eventually.of_forall fun x => ?_)
  simp only [polyExp, Pi.add_apply, neg_mul]
  ring

/-- The integral of `polyExp` from `c ≥ 0` to infinity is `tail`. -/
theorem integral_polyExp {b c : ℝ} (hb : 0 < b) (hc : 0 ≤ c) (p q s : ℝ) :
    ∫ r in Ioi c, polyExp b p q s r = tail b p q s c := by
  -- minus the tail is an antiderivative
  have hd : ∀ x ∈ Ici c, HasDerivAt (fun y => -tail b p q s y) (polyExp b p q s x) x := by
    intro x _
    have h1 : HasDerivAt (fun y : ℝ => -(b * y)) (-b) x :=
      ((hasDerivAt_id' x).const_mul b).fun_neg.congr_deriv (by ring)
    have h2 : HasDerivAt (fun y : ℝ => y ^ 2) (2 * x) x := by
      simpa using hasDerivAt_pow 2 x
    have h := (((((hasDerivAt_id' x).const_mul (q / b + 2 * s / b ^ 2)).const_add
      (p / b + q / b ^ 2 + 2 * s / b ^ 3)).fun_add (h2.const_mul (s / b))).fun_mul
      h1.exp).fun_neg
    refine h.congr_deriv ?_
    simp only [polyExp]
    generalize Real.exp (-(b * x)) = e
    field_simp
    ring
  -- the tail vanishes at infinity
  have hm : ∀ n : ℕ, Tendsto (fun x : ℝ => x ^ n * Real.exp (-(b * x))) atTop (𝓝 0) := by
    intro n
    have hbn : b ^ n ≠ 0 := pow_ne_zero n hb.ne'
    have h := ((Real.tendsto_pow_mul_exp_neg_atTop_nhds_zero n).comp
      (tendsto_id.const_mul_atTop hb)).const_mul ((b ^ n)⁻¹)
    rw [mul_zero] at h
    refine h.congr fun x => ?_
    simp only [Function.comp_apply, id_eq]
    rw [mul_pow, ← mul_assoc, ← mul_assoc, inv_mul_cancel₀ hbn, one_mul]
  have ht : Tendsto (fun y => -tail b p q s y) atTop (𝓝 0) := by
    have h := (((hm 0).const_mul (-(p / b + q / b ^ 2 + 2 * s / b ^ 3))).add
      ((hm 1).const_mul (-(q / b + 2 * s / b ^ 2)))).add ((hm 2).const_mul (-(s / b)))
    simp only [mul_zero, add_zero] at h
    refine h.congr fun x => ?_
    simp only [tail]
    ring
  rw [integral_Ioi_of_hasDerivAt_of_tendsto' hd
    ((polyExp_integrable hb p q s).mono_set (Ioi_subset_Ioi hc)) ht]
  ring

/-- The radial density of the 1s orbital. -/
theorem orbital_sq {a : ℝ} (ha : 0 < a) (r : ℝ) :
    orbital a r ^ 2 = 4 * a ^ 3 * r ^ 2 * Real.exp (-(2 * a * r)) := by
  have h : √(a ^ 3) ^ 2 = a ^ 3 := Real.sq_sqrt (by positivity)
  have e : Real.exp (-(2 * a * r)) = Real.exp (-(a * r)) ^ 2 := by
    rw [pow_two, ← Real.exp_add]
    congr 1
    ring
  rw [e, ← h, orbital]
  ring

/-- The slope of the radial 1s orbital away from the nucleus. -/
theorem deriv_orbital (a : ℝ) {r : ℝ} (hr : r ≠ 0) :
    deriv (orbital a) r = (1 / r - a) * orbital a r := by
  have h1 : HasDerivAt (fun y : ℝ => -(a * y)) (-a) r :=
    ((hasDerivAt_id' r).const_mul a).fun_neg.congr_deriv (by ring)
  have h : HasDerivAt (orbital a) _ r :=
    ((hasDerivAt_id' r).fun_mul h1.exp).const_mul (2 * √(a ^ 3))
  rw [h.deriv, orbital]
  generalize Real.exp (-(a * r)) = e
  generalize √(a ^ 3) = k
  field_simp
  ring

/-- The 1s orbital is normalised. -/
theorem orbital_normalised {a : ℝ} (ha : 0 < a) :
    ∫ r in Ioi (0 : ℝ), orbital a r ^ 2 = 1 := by
  have h : ∫ r in Ioi (0 : ℝ), orbital a r ^ 2
      = ∫ r in Ioi (0 : ℝ), polyExp (2 * a) 0 0 (4 * a ^ 3) r :=
    setIntegral_congr_fun measurableSet_Ioi fun r _ => by
      simp only [orbital_sq ha, polyExp]
      ring
  rw [h, integral_polyExp (by positivity) le_rfl]
  simp only [tail, mul_zero, neg_zero, Real.exp_zero]
  field_simp
  ring

/-- The repulsion energy of an electron at distance `r` from the nucleus, due to one electron in the
1s orbital. -/
theorem orbital_potential {a r : ℝ} (ha : 0 < a) (hr : 0 < r) :
    ∫ s in Ioi (0 : ℝ), orbital a s ^ 2 / max r s
      = 1 / r - (a + 1 / r) * Real.exp (-(2 * a * r)) := by
  have hb : 0 < 2 * a := by positivity
  have hf : EqOn (fun s => orbital a s ^ 2 / max r s)
      (polyExp (2 * a) 0 0 (4 * a ^ 3 / r)) (Ioc 0 r) := by
    intro s hs
    simp only [orbital_sq ha, max_eq_left hs.2, polyExp]
    ring
  have hg : EqOn (fun s => orbital a s ^ 2 / max r s)
      (polyExp (2 * a) 0 (4 * a ^ 3) 0) (Ioi r) := by
    intro s hs
    have hs' : r < s := hs
    have hs0 : 0 < s := hr.trans hs'
    simp only [orbital_sq ha, max_eq_right hs'.le, polyExp]
    generalize Real.exp (-(2 * a * s)) = e
    field_simp
    ring
  have i1 := polyExp_integrable hb 0 0 (4 * a ^ 3 / r)
  have i2 := (polyExp_integrable hb 0 (4 * a ^ 3) 0).mono_set (Ioi_subset_Ioi hr.le)
  have j1 := i1.mono_set (Ioc_subset_Ioi_self : Ioc 0 r ⊆ Ioi 0)
  have k := integral_polyExp hb le_rfl 0 0 (4 * a ^ 3 / r)
  -- charge inside radius r acts from the centre, charge outside from its own shell
  rw [← Ioc_union_Ioi_eq_Ioi hr.le, setIntegral_union (Ioc_disjoint_Ioi le_rfl)
    measurableSet_Ioi j1 (i1.mono_set (Ioi_subset_Ioi hr.le)),
    integral_polyExp hb hr.le] at k
  rw [← Ioc_union_Ioi_eq_Ioi hr.le, setIntegral_union (Ioc_disjoint_Ioi le_rfl)
    measurableSet_Ioi (j1.congr_fun hf.symm measurableSet_Ioc)
    (i2.congr_fun hg.symm measurableSet_Ioi), setIntegral_congr_fun measurableSet_Ioc hf,
    setIntegral_congr_fun measurableSet_Ioi hg, integral_polyExp hb hr.le, eq_sub_of_add_eq k]
  simp only [tail, mul_zero, neg_zero, Real.exp_zero]
  generalize Real.exp (-(2 * a * r)) = e
  field_simp
  ring

/-- The closed-shell energy of the product of two 1s exponentials with exponent `a`. -/
theorem energy_orbital (Z : ℝ) {a : ℝ} (ha : 0 < a) :
    closedShellEnergy Z (orbital a) = a ^ 2 - 2 * Z * a + 5 * a / 8 := by
  have hb : 0 < 2 * a := by positivity
  have hb' : 0 < 4 * a := by positivity
  have h1 : ∫ r in Ioi (0 : ℝ), (deriv (orbital a) r ^ 2 / 2 - Z * orbital a r ^ 2 / r)
      = ∫ r in Ioi (0 : ℝ),
        polyExp (2 * a) (2 * a ^ 3) (-4 * a ^ 4 - 4 * a ^ 3 * Z) (2 * a ^ 5) r :=
    setIntegral_congr_fun measurableSet_Ioi fun r hr => by
      have hr0 : r ≠ 0 := ne_of_gt hr
      simp only [deriv_orbital a hr0, mul_pow, orbital_sq ha, polyExp]
      generalize Real.exp (-(2 * a * r)) = e
      field_simp
      ring
  have h2 : ∫ r in Ioi (0 : ℝ), ∫ s in Ioi (0 : ℝ),
        orbital a r ^ 2 * (orbital a s ^ 2 / max r s)
      = ∫ r in Ioi (0 : ℝ), (polyExp (2 * a) 0 (4 * a ^ 3) 0 r
        - polyExp (4 * a) 0 (4 * a ^ 3) (4 * a ^ 4) r) :=
    setIntegral_congr_fun measurableSet_Ioi fun r hr => by
      have hr0 : r ≠ 0 := ne_of_gt hr
      have he : Real.exp (-(4 * a * r)) = Real.exp (-(2 * a * r)) ^ 2 := by
        rw [pow_two, ← Real.exp_add]
        congr 1
        ring
      simp only [integral_const_mul, orbital_potential ha hr]
      simp only [orbital_sq ha, polyExp, he]
      generalize Real.exp (-(2 * a * r)) = e
      field_simp
      ring
  rw [closedShellEnergy, h1, h2, integral_sub (polyExp_integrable hb _ _ _)
    (polyExp_integrable hb' _ _ _), integral_polyExp hb le_rfl, integral_polyExp hb le_rfl,
    integral_polyExp hb' le_rfl]
  simp only [tail, mul_zero, neg_zero, Real.exp_zero]
  field_simp
  ring

/-- The trial energy is at least `-(Z - 5/16)^2`, with equality exactly when the exponent is the
screened charge `Z - 5/16`. -/
theorem optimal_screening (Z : ℝ) {a : ℝ} (ha : 0 < a) :
    -(Z - 5 / 16) ^ 2 ≤ closedShellEnergy Z (orbital a) ∧
      (closedShellEnergy Z (orbital a) = -(Z - 5 / 16) ^ 2 ↔ a = Z - 5 / 16) := by
  rw [energy_orbital Z ha]
  refine ⟨by nlinarith [sq_nonneg (a - (Z - 5 / 16))], fun h => ?_, fun h => ?_⟩
  · have h0 : (a - (Z - 5 / 16)) ^ 2 = 0 := by linear_combination h
    exact sub_eq_zero.mp (pow_eq_zero_iff (two_ne_zero) |>.mp h0)
  · rw [h]
    ring

/-- Some product of two equal 1s exponentials has energy below `-Z^2/2` (for `Z ≥ 0`, the
one-electron threshold) if and only if the nuclear charge exceeds `5(2+√2)/16`. -/
theorem binds_iff (Z : ℝ) :
    (∃ a : ℝ, 0 < a ∧ closedShellEnergy Z (orbital a) < -Z ^ 2 / 2)
      ↔ 5 * (2 + √2) / 16 < Z := by
  have hw : √2 ^ 2 = (2 : ℝ) := Real.sq_sqrt (by norm_num)
  have hw1 : 1 < √2 := by
    rw [Real.lt_sqrt (by norm_num)]
    norm_num
  constructor
  · rintro ⟨a, ha, h⟩
    by_contra hZ
    have hZ' : 0 ≤ 5 * (2 + √2) / 16 - Z := by linarith [not_lt.mp hZ]
    rcases le_total Z (5 / 16) with hs | hs
    · -- a fully screened nucleus gives a positive energy
      rw [energy_orbital Z ha] at h
      nlinarith [mul_nonneg ha.le (sub_nonneg.mpr hs), sq_nonneg Z, mul_pos ha ha]
    · have h1 : 0 ≤ Z - √2 * (Z - 5 / 16) := by
        have := mul_nonneg (sub_nonneg.mpr hw1.le) hZ'
        nlinarith
      have h2 : 0 ≤ Z + √2 * (Z - 5 / 16) := by
        have := mul_nonneg (by linarith : (0 : ℝ) ≤ √2) (sub_nonneg.mpr hs)
        linarith
      have h3 : 0 ≤ Z ^ 2 - 2 * (Z - 5 / 16) ^ 2 := by
        have := mul_nonneg h1 h2
        linear_combination this - (Z - 5 / 16) ^ 2 * hw
      linarith [(optimal_screening Z ha).1]
  · intro hZ
    have ha : 0 < Z - 5 / 16 := by linarith
    refine ⟨Z - 5 / 16, ha, ?_⟩
    rw [(optimal_screening Z ha).2.mpr rfl]
    have h1 : 0 < √2 * (Z - 5 / 16) - Z := by
      have := mul_pos (sub_pos.mpr hw1) (sub_pos.mpr hZ)
      nlinarith
    have h2 : 0 < √2 * (Z - 5 / 16) + Z := by linarith
    have h3 : 0 < 2 * (Z - 5 / 16) ^ 2 - Z ^ 2 := by
      have := mul_pos h1 h2
      linear_combination this + (Z - 5 / 16) ^ 2 * hw
    linarith

/-- For the hydride ion, `Z = 1`, every product of two equal 1s exponentials has energy strictly
above the threshold `-1/2`. -/
theorem hydride_fails {a : ℝ} (ha : 0 < a) :
    -1 / 2 < closedShellEnergy 1 (orbital a) := by
  have h := (optimal_screening 1 ha).1
  norm_num at h ⊢
  linarith

end

end ScreenedHydride
```

```lean
#print axioms ScreenedHydride.orbital_normalised
#print axioms ScreenedHydride.binds_iff
#print axioms ScreenedHydride.hydride_fails
```

```
'ScreenedHydride.orbital_normalised' depends on axioms: [propext, Classical.choice, Quot.sound]
'ScreenedHydride.binds_iff' depends on axioms: [propext, Classical.choice, Quot.sound]
'ScreenedHydride.hydride_fails' depends on axioms: [propext, Classical.choice, Quot.sound]
```

## How the proof follows the calculation

`polyExp` is the integrand of the general formula and `tail` its right-hand side. `polyExp_integrable` establishes convergence. `integral_polyExp` checks that −`tail` is an antiderivative and vanishes at infinity, then applies the fundamental theorem of calculus on a half-line.

`orbital_sq` and `deriv_orbital` supply the density and the slope. `orbital_potential` splits the integral at s = r and gets the inner charge as the total minus the outer part. `energy_orbital` rewrites each integrand as a `polyExp` or a difference of two, then integrates. Before `field_simp`, `generalize` replaces any remaining exponential by a letter, so that `field_simp` and `ring` face only rational algebra.

`optimal_screening` completes the square. In `binds_iff`, the forward direction assumes a trial energy below threshold with Z at or below the critical value. For Z ≤ 5/16 the energy is positive, a contradiction. Otherwise Z − √2 t and Z + √2 t are both non-negative, so their product gives Z² ≥ 2t², which contradicts the lower bound. The converse takes a = t and multiplies the two positive factors of 2t² − Z². In both directions `linear_combination` uses (√2)² = 2 to expand the product. `hydride_fails` is the lower bound at Z = 1, followed by arithmetic.
